# On a logarithmic grid with $g_k^2\propto\omega_k^{1+s}$, the polaron overlap has a positive infinite-bath limit exactly when $s>1$

Let a two-state system be coupled to $M$ oscillators through $\sigma_z\sum_k g_k(b_k+b_k^\dagger)$, with frequencies $\omega_k=q^k$ and couplings given by $g_k^2=a\,\omega_k^{1+s}$, where $k=0,\dots,M-1$, $0<q<1$, $a>0$ and $s$ is real. Without tunnelling, the bath has one displaced ground state for each of $\sigma_z=\pm1$, and the overlap of these two states is

$$
S_M=\exp\Big(-2\sum_{k<M}\frac{g_k^2}{\omega_k^2}\Big).
$$

As $M\to\infty$ it has a positive limit if and only if $s>1$. At $s=1$ it equals $e^{-2aM}$. For $s<1$ the mean boson number of mode $k$ in either displaced state grows without bound with $k$.

The physical question is whether the bath states attached to the two spin states stay distinguishable only in part, or become orthogonal, as ever slower modes are included. In the polaron frame of the spin-boson model, $S_M$ multiplies the bare tunnelling element between the two dressed states. For this zero-temperature bath of independent modes, the result therefore says when that product, for a nonzero bare element, keeps a nonzero limit as the low-frequency cutoff is removed. A zero limit does not by itself prove that tunnelling stops, because with tunnelling present the fully displaced states are only an ansatz.

```lean
import Mathlib

open Filter Topology

namespace InfraredBath

noncomputable section
```

## Displaced modes on a geometric grid

Frequencies are measured in units of the highest one, $\omega_0=1$, and $\hbar=1$. Adding a mode extends the bath towards zero frequency.

```lean
/-- Frequency of mode `k` on a logarithmic grid with ratio `q`. -/
def freq (q : ℝ) (k : ℕ) : ℝ := q ^ k
```

The grid spacing near $\omega_k$ is proportional to $\omega_k$, so the weights $g_k^2\propto\omega_k^{1+s}$ represent a spectral density proportional to $\omega^s$. The exponent $s=1$ is the ohmic case. The constant $a$ sets the coupling strength; it will turn out to be the occupation of mode 0.

```lean
/-- Coupling `g_k` of mode `k`, with `g_k ^ 2 = a * w_k ^ (1 + s)` for `a ≥ 0` and `q > 0`. -/
def coupling (a s q : ℝ) (k : ℕ) : ℝ := Real.sqrt (a * freq q k ^ (1 + s))
```

Without tunnelling, and with the spin fixed at $\sigma_z=\pm1$, the Hamiltonian of one mode is

$$
\omega_k b_k^\dagger b_k\pm g_k(b_k+b_k^\dagger)
=\omega_k\Big(b_k^\dagger\pm\frac{g_k}{\omega_k}\Big)\Big(b_k\pm\frac{g_k}{\omega_k}\Big)-\frac{g_k^2}{\omega_k}.
$$

Its ground state is the coherent state with displacement $\mp\alpha_k$, where $\alpha_k=g_k/\omega_k$. This completion of the square is the step that links the Lean model to the Hamiltonian. The Lean code starts after it, with $\alpha_k$ as a definition. When tunnelling is present, the fully displaced states are an ansatz and not in general the exact eigenstates.

```lean
/-- Polaron displacement `g_k / w_k` of mode `k`, for `q > 0`. -/
def displacement (a s q : ℝ) (k : ℕ) : ℝ := coupling a s q k / freq q k
```

A coherent state with real displacement $\alpha$ has the Fock amplitudes

$$
c_n(\alpha)=e^{-\alpha^2/2}\frac{\alpha^n}{\sqrt{n!}} .
$$

```lean
/-- Amplitude of the `n`-boson state in the coherent state with real displacement `α`. -/
def coherent (α : ℝ) (n : ℕ) : ℝ :=
  Real.exp (-α ^ 2 / 2) * α ^ n / Real.sqrt (n.factorial : ℝ)
```

Its mean boson number is $\sum_n n\,c_n(\alpha)^2$; the symbol `∑'` denotes an infinite sum.

```lean
/-- Mean boson number of the coherent state with displacement `α`. -/
def meanNumber (α : ℝ) : ℝ := ∑' n : ℕ, (n : ℝ) * coherent α n ^ 2
```

The bath states are products over modes, so their overlap is a product of Fock-space sums. `Finset.range M` runs over $k=0,\dots,M-1$, and an empty bath has overlap 1. The definition accepts any sequence of displacements `α`; the power law enters later.

```lean
/-- Overlap of the two states of the first `M` modes in which mode `k` is displaced
by `-α k` and by `α k`. -/
def polaronOverlap (α : ℕ → ℝ) (M : ℕ) : ℝ :=
  ∏ k ∈ Finset.range M, ∑' n : ℕ, coherent (-(α k)) n * coherent (α k) n
```

## Overlap and occupation from the Fock amplitudes

For two real displacements the exponential series gives

$$
\sum_n c_n(\beta)c_n(\alpha)
=e^{-(\alpha^2+\beta^2)/2}\sum_n\frac{(\beta\alpha)^n}{n!}
=e^{-(\alpha^2+\beta^2)/2+\beta\alpha}
=e^{-(\alpha-\beta)^2/2}.
$$

Setting $\beta=\alpha$ shows that the states are normalised. In the proof, `hfun` rewrites the product of amplitudes as a term of the series, and `hval` completes the square in the exponent.

```lean
/-- The overlap of two coherent states with real displacements is a Gaussian in
the difference of the displacements. -/
theorem coherent_overlap (β α : ℝ) :
    HasSum (fun n : ℕ => coherent β n * coherent α n) (Real.exp (-(α - β) ^ 2 / 2)) := by
  -- the Fock-space sum is an exponential series in `β * α`
  have h := NormedSpace.expSeries_div_hasSum_exp (β * α)
  rw [← Real.exp_eq_exp_ℝ] at h
  have h' := h.mul_left (Real.exp (-(α ^ 2 + β ^ 2) / 2))
  rw [← Real.exp_add] at h'
  have hfun : (fun n : ℕ => coherent β n * coherent α n) = fun n : ℕ =>
      Real.exp (-(α ^ 2 + β ^ 2) / 2) * ((β * α) ^ n / (n.factorial : ℝ)) := by
    funext n
    have hf : Real.sqrt (n.factorial : ℝ) * Real.sqrt (n.factorial : ℝ) = n.factorial :=
      Real.mul_self_sqrt (Nat.cast_nonneg _)
    have he : Real.exp (-(α ^ 2 + β ^ 2) / 2)
        = Real.exp (-β ^ 2 / 2) * Real.exp (-α ^ 2 / 2) := by
      rw [← Real.exp_add]
      congr 1
      ring
    unfold coherent
    rw [he, mul_pow, div_mul_div_comm, hf]
    ring
  have hval : Real.exp (-(α - β) ^ 2 / 2)
      = Real.exp (-(α ^ 2 + β ^ 2) / 2 + β * α) := by
    congr 1
    ring
  rw [hfun, hval]
  exact h'
```

For the occupation, the term $n=0$ vanishes, and the others satisfy

$$
(n+1)\,c_{n+1}(\alpha)^2
=e^{-\alpha^2}\frac{\alpha^{2n+2}}{n!}
=\alpha^2c_n(\alpha)^2 .
$$

Summing over $n$ and using the normalisation gives $\alpha^2$. The shifted identity is `h2`; `h3` restores the term $n=0$.

```lean
/-- The mean boson number of a coherent state is the square of its displacement. -/
theorem meanNumber_eq (α : ℝ) : meanNumber α = α ^ 2 := by
  have h := (coherent_overlap α α).mul_left (α ^ 2)
  -- lowering the boson number by one reproduces the normalisation sum
  have h2 : HasSum (fun n : ℕ => ((n + 1 : ℕ) : ℝ) * coherent α (n + 1) ^ 2) (α ^ 2) := by
    have hfun : (fun n : ℕ => ((n + 1 : ℕ) : ℝ) * coherent α (n + 1) ^ 2)
        = fun n : ℕ => α ^ 2 * (coherent α n * coherent α n) := by
      funext n
      have hg : Real.sqrt (n.factorial : ℝ) ^ 2 = n.factorial :=
        Real.sq_sqrt (Nat.cast_nonneg _)
      have hf : Real.sqrt ((n + 1).factorial : ℝ) ^ 2 = ((n : ℝ) + 1) * n.factorial := by
        rw [Real.sq_sqrt (Nat.cast_nonneg _), Nat.factorial_succ]
        push_cast
        ring
      have hn : (n : ℝ) + 1 ≠ 0 := by positivity
      have hF : (n.factorial : ℝ) ≠ 0 := Nat.cast_ne_zero.mpr n.factorial_ne_zero
      rw [← pow_two (coherent α n)]
      unfold coherent
      rw [div_pow, div_pow, hf, hg]
      push_cast
      field_simp
      ring
    have hval : α ^ 2 * Real.exp (-(α - α) ^ 2 / 2) = α ^ 2 := by simp
    rw [hval] at h
    rw [hfun]
    exact h
  have h3 := (hasSum_nat_add_iff (f := fun n : ℕ => (n : ℝ) * coherent α n ^ 2) 1).mp h2
  have h4 : HasSum (fun n : ℕ => (n : ℝ) * coherent α n ^ 2) (α ^ 2) := by
    simpa using h3
  exact h4.tsum_eq
```

### How `HasSum` carries the series

The statement `HasSum f x` says that the sums of `f` over finite sets of indices converge to `x` as these sets grow, in whatever order the indices are added. The expression `∑' n, f n` is only a number, and Lean assigns it the value 0 when `f` is not summable. Working with `HasSum` first and applying `tsum_eq` at the end ensures that the numbers in `meanNumber` and `polaronOverlap` are genuine sums.

The same predicate supports each operation done by hand. `mul_left` multiplies a series by a constant, and `hasSum_nat_add_iff` shifts its index while accounting for the omitted terms. Later, `tendsto_sum_nat` turns a convergent series over modes into a limit in $M$.

## From the product to a geometric sum

With $\beta=-\alpha_k$ the difference of displacements is $2\alpha_k$, so one mode contributes $e^{-(2\alpha_k)^2/2}=e^{-2\alpha_k^2}$. Therefore

$$
S_M=\prod_{k<M}e^{-2\alpha_k^2}=\exp\Big(-2\sum_{k<M}\alpha_k^2\Big).
$$

Lean expands the exponential of the sum with `Real.exp_sum` and compares the two products factor by factor.

```lean
/-- The polaron overlap is the exponential of minus twice the summed squared displacements. -/
theorem polaronOverlap_eq (α : ℕ → ℝ) (M : ℕ) :
    polaronOverlap α M = Real.exp (-2 * ∑ k ∈ Finset.range M, α k ^ 2) := by
  unfold polaronOverlap
  rw [Finset.mul_sum, Real.exp_sum]
  apply Finset.prod_congr rfl
  intro k _
  rw [(coherent_overlap (-(α k)) (α k)).tsum_eq]
  congr 1
  ring
```

The power law now gives

$$
\alpha_k^2=\frac{a\,\omega_k^{1+s}}{\omega_k^2}
=a\,(q^k)^{s-1}=a\,r^k,\qquad r=q^{s-1}.
$$

In the proof, `h2` exchanges the exponents $k$ and $s-1$, and `h1` splits off the factor $\omega_k^2$ that cancels.

```lean
/-- For `a ≥ 0` and `q > 0` the squared displacements `g_k ^ 2 / w_k ^ 2` form a geometric
sequence with ratio `q ^ (s - 1)`. -/
theorem displacement_sq {a q : ℝ} (s : ℝ) (ha : 0 ≤ a) (hq : 0 < q) (k : ℕ) :
    displacement a s q k ^ 2 = a * (q ^ (s - 1)) ^ k := by
  have hw : 0 < q ^ k := pow_pos hq k
  have h2 : (q ^ k) ^ (s - 1) = (q ^ (s - 1)) ^ k := by
    rw [← Real.rpow_natCast q k, ← Real.rpow_natCast (q ^ (s - 1)) k,
      ← Real.rpow_mul hq.le, ← Real.rpow_mul hq.le, mul_comm]
  have h1 : (q ^ k) ^ (1 + s) = (q ^ (s - 1)) ^ k * (q ^ k) ^ 2 := by
    rw [← h2, ← Real.rpow_natCast (q ^ k) 2, ← Real.rpow_add hw]
    congr 1
    push_cast
    ring
  unfold displacement coupling freq
  rw [div_pow, Real.sq_sqrt (mul_nonneg ha (Real.rpow_nonneg hw.le _)), h1, ← mul_assoc]
  exact mul_div_cancel_right₀ _ (pow_ne_zero 2 hw.ne')
```

## Adding slower modes

If $s>1$, then $0<r<1$ and the geometric series converges:

$$
\sum_{k<M}\alpha_k^2\to\frac{a}{1-r},\qquad
S_M\to\exp\Big(-\frac{2a}{1-q^{s-1}}\Big)>0 .
$$

The theorem reads `Tendsto … atTop (𝓝 …)`: the overlap, as a function of $M$, converges to this value. Its proof combines the geometric series with the continuity of the exponential.

```lean
/-- For `a > 0`, `0 < q < 1` and `s > 1` the overlap tends to
`exp (-2 a / (1 - q ^ (s - 1)))` as modes are added. -/
theorem overlap_limit {a s q : ℝ} (ha : 0 < a) (hq : 0 < q) (hq1 : q < 1) (hs : 1 < s) :
    Tendsto (polaronOverlap (displacement a s q)) atTop
      (𝓝 (Real.exp (-2 * a / (1 - q ^ (s - 1))))) := by
  have hr : q ^ (s - 1) < 1 := Real.rpow_lt_one hq.le hq1 (by linarith)
  have h := ((hasSum_geometric_of_lt_one (Real.rpow_nonneg hq.le _) hr).mul_left
    a).tendsto_sum_nat
  have key := (Real.continuous_exp.tendsto _).comp (h.const_mul (-2))
  have e : -2 * a / (1 - q ^ (s - 1)) = -2 * (a * (1 - q ^ (s - 1))⁻¹) := by ring
  rw [e]
  refine key.congr fun M => ?_
  rw [polaronOverlap_eq]
  simp only [Function.comp_apply, displacement_sq s ha.le hq]
```

If $s\le1$, then $r\ge1$, and every mode contributes at least $a$:

$$
\sum_{k<M}\alpha_k^2\ge aM,\qquad 0\le S_M\le e^{-2aM}\to0 .
$$

`hsum` is the lower bound on the sum, and `squeeze_zero` draws the conclusion from the two bounds on $S_M$.

```lean
/-- For `a > 0`, `0 < q < 1` and `s ≤ 1` the overlap tends to zero as modes are added. -/
theorem overlap_vanishes {a s q : ℝ} (ha : 0 < a) (hq : 0 < q) (hq1 : q < 1) (hs : s ≤ 1) :
    Tendsto (polaronOverlap (displacement a s q)) atTop (𝓝 0) := by
  have hr : 1 ≤ q ^ (s - 1) :=
    Real.one_le_rpow_of_pos_of_le_one_of_nonpos hq hq1.le (by linarith)
  have hlim : Tendsto (fun M : ℕ => Real.exp (-2 * a * (M : ℝ))) atTop (𝓝 0) :=
    Real.tendsto_exp_atBot.comp
      (tendsto_natCast_atTop_atTop.const_mul_atTop_of_neg (by linarith))
  refine squeeze_zero (fun M => ?_) (fun M => ?_) hlim
  · rw [polaronOverlap_eq]
    exact (Real.exp_pos _).le
  · -- every mode contributes at least `a` to the sum
    have hsum : ∑ _k ∈ Finset.range M, a
        ≤ ∑ k ∈ Finset.range M, displacement a s q k ^ 2 := by
      apply Finset.sum_le_sum
      intro k _
      rw [displacement_sq s ha.le hq]
      exact le_mul_of_one_le_right ha.le (one_le_pow₀ hr)
    rw [Finset.sum_const, Finset.card_range, nsmul_eq_mul] at hsum
    rw [polaronOverlap_eq]
    apply Real.exp_le_exp.mpr
    linarith
```

The equivalence follows. For $s>1$ the explicit limit is positive. Conversely, suppose that $S_M\to L$ with $L>0$ and that $s\le1$. Then $S_M\to0$ as well, and uniqueness of limits forces $L=0$, a contradiction. The left side of the formal statement asks for some real $L$ that is both positive and the limit; for $s\le1$ a limit still exists, but it is zero.

```lean
/-- For `a > 0` and `0 < q < 1` the polaron overlap has a positive limit for a growing
bath if and only if `s > 1`. -/
theorem positive_limit_iff {a s q : ℝ} (ha : 0 < a) (hq : 0 < q) (hq1 : q < 1) :
    (∃ L : ℝ, 0 < L ∧ Tendsto (polaronOverlap (displacement a s q)) atTop (𝓝 L))
      ↔ 1 < s := by
  constructor
  · rintro ⟨L, hL, hlim⟩
    by_contra hs
    have h0 := tendsto_nhds_unique hlim (overlap_vanishes ha hq hq1 (not_lt.mp hs))
    exact hL.ne' h0
  · intro hs
    exact ⟨_, Real.exp_pos _, overlap_limit ha hq hq1 hs⟩
```

## The ohmic decay and the sub-ohmic occupation

At $s=1$ the ratio is $r=q^0=1$, so $\alpha_k^2=a$ for every mode and

$$
S_M=e^{-2aM}.
$$

This holds for every finite $M$, including $M=0$. The theorem assumes $a\ge0$ and $q>0$ but not $q<1$, because the frequency ratio has dropped out.

```lean
/-- At `s = 1`, with `a ≥ 0` and `q > 0`, the overlap for `M` modes is `exp (-2 a M)`. -/
theorem overlap_ohmic {a q : ℝ} (ha : 0 ≤ a) (hq : 0 < q) (M : ℕ) :
    polaronOverlap (displacement a 1 q) M = Real.exp (-2 * a * M) := by
  have h : ∀ k, displacement a 1 q k ^ 2 = a := by
    intro k
    rw [displacement_sq 1 ha hq, sub_self, Real.rpow_zero, one_pow, mul_one]
  rw [polaronOverlap_eq, Finset.sum_congr rfl (fun k _ => h k), Finset.sum_const,
    Finset.card_range, nsmul_eq_mul]
  congr 1
  ring
```

For $s<1$ the ratio satisfies $r>1$, so the mean boson number

$$
\langle b_k^\dagger b_k\rangle=\alpha_k^2=a\,r^k
$$

tends to infinity with $k$. The final `atTop` in the theorem expresses this divergence. The proof replaces `meanNumber` by the squared displacement and uses the growth of powers of a number above one. In a simulation of these displaced states, a fixed cap on the boson number in the undisplaced Fock basis must fail for sufficiently slow modes, since a capped state cannot have a mean above the cap.

```lean
/-- For `a > 0`, `0 < q < 1` and `s < 1` the mean boson number of mode `k` grows without
bound as `k` increases. -/
theorem occupation_diverges {a s q : ℝ} (ha : 0 < a) (hq : 0 < q) (hq1 : q < 1)
    (hs : s < 1) :
    Tendsto (fun k => meanNumber (displacement a s q k)) atTop atTop := by
  have hr : 1 < q ^ (s - 1) :=
    Real.one_lt_rpow_of_pos_of_lt_one_of_neg hq hq1 (by linarith)
  simp only [meanNumber_eq, displacement_sq s ha.le hq]
  exact (tendsto_pow_atTop_atTop_of_one_lt hr).const_mul_atTop ha

end

end InfraredBath
```

```lean
#print axioms InfraredBath.positive_limit_iff
#print axioms InfraredBath.overlap_ohmic
#print axioms InfraredBath.occupation_diverges
```

```
'InfraredBath.positive_limit_iff' depends on axioms: [propext, Classical.choice, Quot.sound]
'InfraredBath.overlap_ohmic' depends on axioms: [propext, Classical.choice, Quot.sound]
'InfraredBath.occupation_diverges' depends on axioms: [propext, Classical.choice, Quot.sound]
```

## Three modes at three exponents

Take $q=\tfrac12$, $a=\tfrac14$ and $M=3$, so that the frequencies are $1,\tfrac12,\tfrac14$.

| $s$ | $r$ | $\alpha_0^2,\ \alpha_1^2,\ \alpha_2^2$ | $S_3$ | limit of $S_M$ |
|---|---|---|---|---|
| $2$ | $\tfrac12$ | $\tfrac14,\ \tfrac18,\ \tfrac1{16}$ | $e^{-7/8}\approx0.417$ | $e^{-1}\approx0.368$ |
| $1$ | $1$ | $\tfrac14,\ \tfrac14,\ \tfrac14$ | $e^{-3/2}\approx0.223$ | $0$ |
| $0$ | $2$ | $\tfrac14,\ \tfrac12,\ 1$ | $e^{-7/2}\approx0.030$ | $0$ |

For $s=2$, the overlap for three modes is about 13% above its limit. For $s=1$, each further mode multiplies it by $e^{-1/2}\approx0.607$. For $s=0$, the occupation doubles from one mode to the next.
